# Omitting core exchange with a positive semidefinite kernel raises each ordered eigenvalue by at most the kernel norm times the peak core density

A valence calculation may keep the electrostatic potential of a frozen core but drop the core's exchange operator. For a fixed one-electron Hamiltonian on a finite grid, and an interaction kernel that is positive semidefinite, the resulting error in the orbital energies has a known sign and a ceiling. The ceiling needs only the norm of the kernel and the largest core density on the grid.

## Hamiltonian, kernel and core orbitals

Let `n` label the grid sites and `ι` the core orbitals, both finite. The Hermitian matrix $F$ contains everything in the one-electron Hamiltonian except core exchange. The kernel $K$ is a complex matrix, with real kernels as a special case, and $\|K\|$ is its Euclidean operator norm.

In Lean 4 with Mathlib:

```lean
import Mathlib

open Matrix
open scoped Matrix.Norms.L2Operator ComplexOrder

namespace CoreExchangeOmission

noncomputable section

variable {n ι : Type*} [Fintype n] [DecidableEq n] [Fintype ι]
```

For a grid vector $x$, write
$$\langle A\rangle_x=\operatorname{Re}\,x^\dagger A x,\qquad \|x\|^2=\sum_i|x_i|^2 .$$
The vector need not be normalised. For $x\neq0$ the physical expectation value is $\langle A\rangle_x/\|x\|^2$.

```lean
/-- The real part of the expectation value `⟨x, A x⟩` of a matrix on the grid. -/
def expect (A : Matrix n n ℂ) (x : n → ℂ) : ℝ := (star x ⬝ᵥ A *ᵥ x).re
```

The core orbitals $c_a$ have components $c_{a,i}$ and give the density
$$\rho_i=\sum_a|c_{a,i}|^2 .$$
They need be neither normalised nor orthogonal. In the usual exchange term, $a$ runs over core orbitals with the spin of the valence electron.

```lean
/-- The core density at a grid site: the sum of `|c_a|²` over the core orbitals. -/
def coreDensity (c : ι → n → ℂ) (i : n) : ℝ := ∑ a, ‖c a i‖ ^ 2
```

With $C_a=\operatorname{diag}(c_a)$, core exchange is
$$X=-\sum_a C_aKC_a^\dagger,\qquad (Xx)_i=-\sum_a c_{a,i}\sum_j K_{ij}\,\overline{c_{a,j}}\,x_j .$$
This is the nonlocal exchange operator on a grid, with any quadrature weights $w_i$ absorbed into $x$ and $K$. A valence orbital $\phi$ and an interaction $v$ then enter as $x_i=\sqrt{w_i}\,\phi(r_i)$ and $K_{ij}=\sqrt{w_i}\,v(r_i,r_j)\sqrt{w_j}$, while $c_{a,i}$ is the unweighted value of the core orbital at $r_i$, so that $\rho_i$ is a density.

```lean
/-- The core exchange operator `-∑ₐ diag(cₐ) K diag(cₐ)ᴴ` with an interaction kernel `K`. -/
def coreExchange (K : Matrix n n ℂ) (c : ι → n → ℂ) : Matrix n n ℂ :=
  -∑ a, diagonal (c a) * K * (diagonal (c a))ᴴ
```

## Expectation values as weighted eigenvalues

Moving a matrix from the operator to the state gives
$$x^\dagger(B^\dagger DB)x=(Bx)^\dagger D(Bx).$$

```lean
omit [DecidableEq n] in
/-- The expectation value of `Bᴴ D B` in `x` is that of `D` in the transformed state `B x`. -/
theorem expect_conj (B D : Matrix n n ℂ) (x : n → ℂ) :
    expect (Bᴴ * D * B) x = expect D (B *ᵥ x) := by
  unfold expect
  rw [star_mulVec, mulVec_mulVec, dotProduct_mulVec, dotProduct_mulVec, vecMul_vecMul,
    Matrix.mul_assoc]
```

If $D$ is diagonal with real entries $d_j$, then
$$y^\dagger Dy=\sum_j\overline{y_j}\,d_j\,y_j=\sum_jd_j|y_j|^2 .$$

```lean
/-- A real diagonal operator has as expectation value its entries weighted by `|y_j|²`. -/
theorem expect_diagonal (d : n → ℝ) (y : n → ℂ) :
    expect (diagonal (fun j => (d j : ℂ))) y = ∑ j, d j * ‖y j‖ ^ 2 := by
  simp only [expect, dotProduct, mulVec_diagonal, Complex.re_sum, Pi.star_apply]
  refine Finset.sum_congr rfl fun j _ => ?_
  rw [Complex.sq_norm, Complex.normSq_apply]
  simp
  ring
```

A Hermitian $A$ has the form $A=U\Lambda U^\dagger$, with $U$ unitary and $\Lambda$ the diagonal matrix of its eigenvalues $\lambda_j$. Setting $V=U^\dagger$ and using the two identities above,
$$\langle A\rangle_x=\sum_j\lambda_j|(Vx)_j|^2,\qquad \sum_j|(Vx)_j|^2=x^\dagger UU^\dagger x=\|x\|^2 .$$
The proof takes $U$ from Mathlib's spectral theorem and obtains the norm identity by applying the same rules to the unit matrix.

```lean
/-- For a Hermitian matrix there is a norm-preserving change of basis in which the expectation
value is the sum of the eigenvalues times the weights of the state. -/
theorem spectral_expect {A : Matrix n n ℂ} (hA : A.IsHermitian) :
    ∃ V : Matrix n n ℂ, ∀ x, expect A x = ∑ j, hA.eigenvalues j * ‖(V *ᵥ x) j‖ ^ 2 ∧
      ∑ j, ‖(V *ᵥ x) j‖ ^ 2 = ∑ j, ‖x j‖ ^ 2 := by
  obtain ⟨U, hU, hs⟩ : ∃ U : Matrix n n ℂ, U * Uᴴ = 1 ∧
      A = U * diagonal (fun j => (hA.eigenvalues j : ℂ)) * Uᴴ :=
    ⟨hA.eigenvectorUnitary, mem_unitaryGroup_iff.mp hA.eigenvectorUnitary.2,
      hA.spectral_theorem.trans (Unitary.conjStarAlgAut_apply _ _)⟩
  have hone : ∀ y : n → ℂ, expect 1 y = ∑ j, ‖y j‖ ^ 2 := fun y => by
    simpa using expect_diagonal (fun _ => 1) y
  refine ⟨Uᴴ, fun x => ⟨?_, ?_⟩⟩
  · rw [← expect_diagonal, ← expect_conj, conjTranspose_conjTranspose, ← hs]
  · rw [← hone (Uᴴ *ᵥ x), ← expect_conj, conjTranspose_conjTranspose, Matrix.mul_one, hU, hone]
```

## Comparing eigenvalues at the same position

Let $A$ and $B$ be Hermitian, and suppose $\langle A\rangle_x\le\langle B\rangle_x+\delta\|x\|^2$ for every $x$. Let $\lambda_p$ be the eigenvalue at position $p$ in descending order, counted with multiplicity. This is the convention of `eigenvalues₀`: position 0 is the highest level, and the ground state comes last.

Let $V$ and $W$ be the basis changes for $A$ and $B$. Choose a trial vector $x$ with no component along the eigenvectors of $B$ at positions before $p$, and none along those of $A$ at positions after $p$. On $N$ sites these are $N-1$ linear conditions, so a nonzero $x$ exists. Its remaining components give
$$\lambda_p(A)\|x\|^2\le\langle A\rangle_x\le\langle B\rangle_x+\delta\|x\|^2\le(\lambda_p(B)+\delta)\|x\|^2 .$$
Division by $\|x\|^2>0$ yields $\lambda_p(A)\le\lambda_p(B)+\delta$.

In the code, `e` translates positions into grid labels. The matrix `M` collects the conditions as rows and has a zero row at position $p$; its determinant therefore vanishes, which supplies $x$. The outer inequalities of the chain are `h1` and `h2`.

```lean
/-- Weyl comparison for Hermitian matrices `A` and `B`: if the expectation value of `A` exceeds that
of `B` by at most `δ` times the squared norm in every state, each ordered eigenvalue of `A` exceeds
that of `B` by at most `δ`. -/
theorem eigenvalue_le_of_expect_le {A B : Matrix n n ℂ} (hA : A.IsHermitian)
    (hB : B.IsHermitian) (δ : ℝ) (h : ∀ x, expect A x ≤ expect B x + δ * ∑ i, ‖x i‖ ^ 2)
    (p : Fin (Fintype.card n)) : hA.eigenvalues₀ p ≤ hB.eigenvalues₀ p + δ := by
  obtain ⟨V, hV⟩ := spectral_expect hA
  obtain ⟨W, hW⟩ := spectral_expect hB
  let e : Fin (Fintype.card n) ≃ n := Fintype.equivOfCardEq (Fintype.card_fin _)
  -- the orthogonality conditions on the trial vector form a matrix with a zero row
  let M : Matrix n n ℂ := fun j l =>
    if e.symm j < p then W j l else if p < e.symm j then V j l else 0
  have hdet : M.det = 0 := det_eq_zero_of_row_eq_zero (e p) (fun l => by simp [M])
  obtain ⟨x, hx0, hx⟩ := exists_mulVec_eq_zero_iff.mpr hdet
  have hWx : ∀ j, e.symm j < p → (W *ᵥ x) j = 0 := fun j hj => by
    simpa [M, mulVec, dotProduct, hj] using congrFun hx j
  have hVx : ∀ j, p < e.symm j → (V *ᵥ x) j = 0 := fun j hj => by
    simpa [M, mulVec, dotProduct, hj, not_lt_of_ge hj.le] using congrFun hx j
  have hpos : 0 < ∑ i, ‖x i‖ ^ 2 := by
    obtain ⟨i, hi⟩ := Function.ne_iff.mp hx0
    have hi' : 0 < ‖x i‖ := norm_pos_iff.mpr hi
    exact Finset.sum_pos' (fun _ _ => by positivity) ⟨i, Finset.mem_univ i, by positivity⟩
  -- the trial vector lies high in the spectrum of A and low in that of B
  have h1 : hA.eigenvalues₀ p * ∑ i, ‖x i‖ ^ 2 ≤ expect A x := by
    rw [(hV x).1, ← (hV x).2, Finset.mul_sum]
    refine Finset.sum_le_sum fun j _ => ?_
    by_cases hj : p < e.symm j
    · simp [hVx j hj]
    · exact mul_le_mul_of_nonneg_right (hA.eigenvalues₀_antitone (not_lt.mp hj)) (sq_nonneg _)
  have h2 : expect B x ≤ hB.eigenvalues₀ p * ∑ i, ‖x i‖ ^ 2 := by
    rw [(hW x).1, ← (hW x).2, Finset.mul_sum]
    refine Finset.sum_le_sum fun j _ => ?_
    by_cases hj : e.symm j < p
    · simp [hWx j hj]
    · exact mul_le_mul_of_nonneg_right (hB.eigenvalues₀_antitone (not_lt.mp hj)) (sq_nonneg _)
  refine le_of_mul_le_mul_right ?_ hpos
  rw [add_mul]
  linarith [h x]
```

## Exchange as a sum of kernel energies

Since $(C_aKC_a^\dagger)^\dagger=C_aK^\dagger C_a^\dagger$, a Hermitian kernel makes $X$ Hermitian. Hence $F+X$ has real eigenvalues that can be ordered.

```lean
/-- Core exchange with a Hermitian kernel is Hermitian. -/
theorem coreExchange_isHermitian {K : Matrix n n ℂ} (hK : K.IsHermitian) (c : ι → n → ℂ) :
    (coreExchange K c).IsHermitian := by
  simp only [IsHermitian, coreExchange, conjTranspose_neg, conjTranspose_sum,
    conjTranspose_mul, conjTranspose_conjTranspose, Matrix.mul_assoc, hK.eq]
```

Define $y_a=C_a^\dagger x$, with components $y_{a,i}=\overline{c_{a,i}}\,x_i$. By linearity and the rule for moving a matrix onto the state,
$$\langle F+X\rangle_x=\langle F\rangle_x-\sum_a\langle K\rangle_{y_a}.$$
The proof establishes additivity for two matrices and extends it to the orbital sum by induction.

```lean
/-- The expectation value of `F` plus core exchange is that of `F` minus the kernel expectation
values in the products of the state with the conjugated core orbitals. -/
theorem expect_add_coreExchange (F K : Matrix n n ℂ) (c : ι → n → ℂ)
    (x : n → ℂ) : expect (F + coreExchange K c) x =
      expect F x - ∑ a, expect K ((diagonal (c a))ᴴ *ᵥ x) := by
  have hadd : ∀ A B : Matrix n n ℂ, expect (A + B) x = expect A x + expect B x := fun A B => by
    simp only [expect, add_mulVec, dotProduct_add, Complex.add_re]
  have hneg : ∀ A : Matrix n n ℂ, expect (-A) x = -expect A x := fun A => by
    simp only [expect, neg_mulVec, dotProduct_neg, Complex.neg_re]
  have hsum : ∀ (s : Finset ι) (B : ι → Matrix n n ℂ),
      expect (∑ a ∈ s, B a) x = ∑ a ∈ s, expect (B a) x := fun s B => by
    classical
    induction s using Finset.induction_on with
    | empty => simp [expect]
    | insert a s ha ih => rw [Finset.sum_insert ha, Finset.sum_insert ha, hadd, ih]
  rw [hadd, coreExchange, hneg, hsum, ← sub_eq_add_neg]
  congr 1
  refine Finset.sum_congr rfl fun a _ => ?_
  rw [← expect_conj, conjTranspose_conjTranspose]
```

Positive semidefiniteness means $y^\dagger Ky\ge0$ for every $y$. Physically, the interaction assigns no negative self-energy to any charge distribution, including the overlap densities $y_a$. This is assumed of the discretised kernel. The upper bound follows from Cauchy–Schwarz and the definition of the operator norm:
$$0\le\langle K\rangle_y\le\|y\|\,\|Ky\|\le\|K\|\,\|y\|^2 .$$

```lean
/-- A positive semidefinite kernel has, in any state, an expectation value between zero and its
operator norm times the squared norm of the state. -/
theorem kernel_bounds {K : Matrix n n ℂ} (hK : K.PosSemidef) (y : n → ℂ) :
    0 ≤ expect K y ∧ expect K y ≤ ‖K‖ * ∑ i, ‖y i‖ ^ 2 := by
  refine ⟨(Complex.le_def.mp (hK.dotProduct_mulVec_nonneg y)).1, ?_⟩
  -- Cauchy-Schwarz, then the definition of the operator norm
  have h1 := re_inner_le_norm (𝕜 := ℂ) (WithLp.toLp 2 y) (WithLp.toLp 2 (K *ᵥ y))
  have h2 := mul_le_mul_of_nonneg_left (l2_opNorm_mulVec K (WithLp.toLp 2 y))
    (norm_nonneg (WithLp.toLp 2 y))
  have h3 : ‖WithLp.toLp 2 y‖ ^ 2 = ∑ i, ‖y i‖ ^ 2 := by simp [EuclideanSpace.norm_sq_eq]
  have h4 : RCLike.re (inner ℂ (WithLp.toLp 2 y) (WithLp.toLp 2 (K *ᵥ y))) = expect K y := by
    simp [PiLp.inner_apply, expect, dotProduct, mul_comm]
  rw [← h4, ← h3]
  refine (h1.trans h2).trans (le_of_eq ?_)
  ring
```

Exchanging the sums over orbitals and sites turns the norms of the overlap densities into the core density:
$$\sum_a\|y_a\|^2=\sum_i\sum_a|c_{a,i}|^2|x_i|^2=\sum_i\rho_i|x_i|^2 .$$

```lean
/-- The squared norms of the products of a state with the conjugated core orbitals add up to the
core density weighted by `|x_i|²`. -/
theorem sum_core_overlap (c : ι → n → ℂ) (x : n → ℂ) :
    ∑ a, ∑ i, ‖((diagonal (c a))ᴴ *ᵥ x) i‖ ^ 2 = ∑ i, coreDensity c i * ‖x i‖ ^ 2 := by
  rw [Finset.sum_comm]
  refine Finset.sum_congr rfl fun i _ => ?_
  rw [coreDensity, Finset.sum_mul]
  refine Finset.sum_congr rfl fun a _ => ?_
  simp [diagonal_conjTranspose, mulVec_diagonal, mul_pow]
```

## The shift of each level

Combining these relations,
$$0\le\langle F\rangle_x-\langle F+X\rangle_x\le\|K\|\sum_i\rho_i|x_i|^2\le\|K\|\max_i\rho_i\,\|x\|^2 .$$
Apply the eigenvalue comparison twice. The left inequality, with $A=F+X$, $B=F$ and $\delta=0$, shows that omission lowers no level. The right one, with the matrices exchanged and $\delta=\|K\|\max_i\rho_i$, limits the rise. Therefore, for every position $p$,
$$0\le\lambda_p(F)-\lambda_p(F+X)\le\|K\|\max_i\rho_i .$$

In the theorem, `hF` says that $F$ is Hermitian and `hK` that $K$ is positive semidefinite. The term `hF.add ...` is the proof that $F+X$ is Hermitian, through which its eigenvalues are accessed. The supremum `⨆ i, coreDensity c i` is the maximum over sites, because a position `p` exists only on a nonempty grid.

The comparison holds $F$ and the core orbitals fixed, so it does not include self-consistent relaxation after exchange is removed. It pairs levels by position and says nothing about how the eigenvectors change. The ceiling is not an estimate of the shift and can lie far above it: for the Coulomb interaction in a three-dimensional box, $\|K\|$ grows as the square of the box length, even if the core occupies only a small part of the box.

```lean
/-- Omitting core exchange with a positive semidefinite kernel from a Hermitian Hamiltonian
raises each ordered eigenvalue by at least zero and at most the operator norm of the kernel times
the largest core density on the grid. -/
theorem omitted_core_exchange_shift {F : Matrix n n ℂ} (hF : F.IsHermitian)
    {K : Matrix n n ℂ} (hK : K.PosSemidef) (c : ι → n → ℂ) (p : Fin (Fintype.card n)) :
    0 ≤ hF.eigenvalues₀ p -
        (hF.add (coreExchange_isHermitian hK.isHermitian c)).eigenvalues₀ p ∧
      hF.eigenvalues₀ p - (hF.add (coreExchange_isHermitian hK.isHermitian c)).eigenvalues₀ p
        ≤ ‖K‖ * ⨆ i, coreDensity c i := by
  have hFX := hF.add (coreExchange_isHermitian hK.isHermitian c)
  constructor
  · -- exchange is attractive
    have h := eigenvalue_le_of_expect_le hFX hF 0 (fun x => by
      rw [expect_add_coreExchange]
      have := Finset.sum_nonneg fun a (_ : a ∈ Finset.univ) =>
        (kernel_bounds hK ((diagonal (c a))ᴴ *ᵥ x)).1
      linarith) p
    linarith
  · -- its strength is limited by the largest core density
    have h := eigenvalue_le_of_expect_le hF hFX (‖K‖ * ⨆ i, coreDensity c i) (fun x => by
      rw [expect_add_coreExchange]
      have h1 := Finset.sum_le_sum fun a (_ : a ∈ Finset.univ) =>
        (kernel_bounds hK ((diagonal (c a))ᴴ *ᵥ x)).2
      rw [← Finset.mul_sum, sum_core_overlap] at h1
      have h2 : ∑ i, coreDensity c i * ‖x i‖ ^ 2 ≤
          (⨆ i, coreDensity c i) * ∑ i, ‖x i‖ ^ 2 := by
        rw [Finset.mul_sum]
        exact Finset.sum_le_sum fun i _ => mul_le_mul_of_nonneg_right
          (le_ciSup (Set.finite_range (coreDensity c)).bddAbove i) (sq_nonneg _)
      have h3 := mul_le_mul_of_nonneg_left h2 (norm_nonneg K)
      rw [← mul_assoc] at h3
      linarith) p
    linarith

end

end CoreExchangeOmission
```

```lean
#print axioms CoreExchangeOmission.omitted_core_exchange_shift
```

```
'CoreExchangeOmission.omitted_core_exchange_shift' depends on axioms: [propext, Classical.choice, Quot.sound]
```

## One grid site

On a single site, $F=f$ and $K=k$ are numbers, with $f$ real and $k\ge0$. Then $X=-k\rho$, and omitting it raises the only level from $f-k\rho$ to $f$. The shift is $k\rho$, equal to the upper bound. With no core orbitals, $\rho=0$ and the level stays where it is.
